# An uncertainty relation for position and central-difference momentum on a grid

Q: I put one particle on a grid of spacing 1, with amplitudes 1, 2, 1 at sites −1, 0, 1, and took the central difference as its momentum. In units where $\hbar=2$, the variances are $1/3$ for position and $5/3$ for momentum. Their product is $5/9$, but Heisenberg's bound $(\hbar/2)^2$ is 1. What does an uncertainty relation on a grid mean if this state violates it?

A: The continuum bound rests on $[X,P]=i\hbar$, which fails on your grid. For spacing $a\neq0$, your operators are
$$(X\psi)_j=aj\,\psi_j,\qquad (P\psi)_j=-\frac{i\hbar}{2a}(\psi_{j+1}-\psi_{j-1}).$$
In $XP\psi$ the position factor is $aj$ for both neighbours; in $PX\psi$ it is $a(j+1)$ for one and $a(j-1)$ for the other. Subtracting,
$$([X,P]\psi)_j=-\frac{i\hbar}{2a}\bigl(-a\psi_{j+1}-a\psi_{j-1}\bigr)=i\hbar\,(C\psi)_j,\qquad (C\psi)_j=\frac{\psi_{j+1}+\psi_{j-1}}2 .$$
The bound therefore contains the expectation of $C$. Write $b_j=\mathrm{Re}(\bar\psi_j\psi_{j+1})$ and $B=\sum_j b_j$. The real part of $\bar\psi_j(C\psi)_j$ is $(b_j+b_{j-1})/2$, which sums to $B$. Your state has $B=4$ and squared norm 6, so the bound is $(4/6)^2=4/9$, and $5/9$ respects it.

Q: Derive it, please, with arbitrary reference values $x_0$ and $p_0$.

A: Suppose that $\psi$ occupies finitely many sites, as yours does, so that every sum below is finite. Let $S_X=\|(X-x_0)\psi\|^2$ and $S_P=\|(P-p_0)\psi\|^2$, and take a real $\mu$. Expand the squared norm of $(P-p_0)\psi-i\mu(X-x_0)\psi$ site by site. The $p_0$ part of the cross term is purely imaginary and drops out of the real part, which leaves
$$2\mu\,\frac{\hbar}{2a}\,(aj-x_0)(b_j-b_{j-1}).$$
Shifting the index in the second part gives
$$\sum_j(aj-x_0)(b_j-b_{j-1})=\sum_j\bigl[(aj-x_0)-(a(j+1)-x_0)\bigr]b_j=-aB.$$
Hence
$$0\le S_P-\mu\hbar B+\mu^2S_X\quad\text{for every real }\mu.$$
A real quadratic that is never negative has discriminant at most zero, so $\hbar^2B^2\le4S_XS_P$, that is,
$$\left(\tfrac{\hbar}{2}B\right)^2\le S_XS_P .$$

Q: I tried this on my own state without normalising. I got $S_X=2$ and $S_P=2^2+0+2^2=8$, so the product is 16, exactly $B^2$. Is my state a minimum-uncertainty state?

A: No. You summed the momentum only over the occupied sites. The central difference is also nonzero at sites −2 and 2, where it is 1 and −1, so $S_P=10$ and the inequality reads $16\le20$.

Those outer sites also settle the equality case when $\hbar\ne0$. Suppose equality holds with $S_X\neq0$, and choose $\mu=\hbar B/(2S_X)$. Then $S_P=\mu^2S_X$, and the quadratic equals $\mu^2S_X-2\mu^2S_X+\mu^2S_X=0$. The vector $(P-p_0)\psi-i\mu(X-x_0)\psi$ must vanish at every site. Let $m$ be the last occupied site, which exists because the support is finite and $\psi\neq0$. At $m+1$ only the term $i\hbar\psi_m/(2a)$ survives, so $\psi_m=0$, a contradiction. Equality therefore forces $S_X=0$, which means that the state is zero or sits on the single site with $aj=x_0$. Conversely, for such a state both sides are zero.

Q: Now the formal version. What is a state there, and is it normalised?

A: A state is a function `ψ : ℤ → ℂ`. Every theorem except the commutator identity assumes that its support is finite. It need not be normalised.

```lean
import Mathlib

open ComplexConjugate

namespace LatticeUncertainty

noncomputable section
```

Position and momentum are the operators above, with `hbar` and `a` as real parameters.

```lean
/-- Position on a grid of spacing `a`: multiplication by `a j` at site `j`. -/
def position (a : ℝ) (ψ : ℤ → ℂ) (j : ℤ) : ℂ := ((a * j : ℝ) : ℂ) * ψ j

/-- Momentum on the grid: `-i ħ` times the central difference quotient. -/
def momentum (hbar a : ℝ) (ψ : ℤ → ℂ) (j : ℤ) : ℂ :=
  -Complex.I * ((hbar / (2 * a) : ℝ) : ℂ) * (ψ (j + 1) - ψ (j - 1))
```

The operator $C$ and the bond term $b_j$ are separate definitions.

```lean
/-- The average of the amplitudes on the two neighbouring sites. -/
def neighbourMean (ψ : ℤ → ℂ) (j : ℤ) : ℂ := (ψ (j + 1) + ψ (j - 1)) / 2

/-- The real part of the coherence between sites `j` and `j + 1`. -/
def bond (ψ : ℤ → ℂ) (j : ℤ) : ℝ := (conj (ψ j) * ψ (j + 1)).re
```

Finally, `spread A m ψ` is $\|(A-m)\psi\|^2$, where `m` is a reference value and not a site.

```lean
/-- The squared norm of `(A - m) ψ`, for an operator `A` and a reference value `m`. -/
def spread (A : (ℤ → ℂ) → ℤ → ℂ) (m : ℝ) (ψ : ℤ → ℂ) : ℝ :=
  ∑' j : ℤ, Complex.normSq (A ψ j - (m : ℂ) * ψ j)
```

Q: So a spread isn't a variance.

A: Not yet. For nonzero $\psi$ with $N=\sum_j|\psi_j|^2$, divide the inequality by $N^2$:
$$\langle(X-x_0)^2\rangle\,\langle(P-p_0)^2\rangle\ \ge\ \left(\frac{\hbar}{2}\,\frac{B}{N}\right)^2 .$$
If $x_0$ and $p_0$ are the two means, the left side is the product of variances. The theorem `lattice_uncertainty` states the unnormalised form for every finitely supported state, every $a\neq0$ and all real $\hbar,x_0,p_0$. `uncertainty_eq_iff` adds $\hbar\neq0$ and says that equality holds exactly when every occupied site satisfies $aj=x_0$.

Q: What physics does that leave out?

A: Finite support excludes a sampled Gaussian with its infinite tails. It also excludes states that reach equality with $S_X\neq0$. An example, not treated in the Lean code, is $\psi_j=I_j(\kappa)$ with $\kappa>0$ and $I_j$ the modified Bessel function: the recurrence $I_{j-1}-I_{j+1}=(2j/\kappa)I_j$ gives $P\psi=i\mu X\psi$ with $\mu=\hbar/(a^2\kappa)$, which is equality for $x_0=p_0=0$. The equality case above therefore holds for finite support only. The model is one particle in one dimension. The momentum is the central difference, whose value on a plane wave of wavenumber $k$ is $\hbar\sin(ka)/a$ and not $\hbar k$. No continuum limit is taken. Within those limits, the result shows how the central-difference momentum changes the uncertainty bound: $\hbar/2$ is multiplied by $B/N$, the normalised real part of the coherence between neighbouring sites.

Q: The sums run over all integers. Who guarantees that they converge?

A: The finite support does. Lean gives a non-summable series the value zero, so convergence has to be proved before sums are split. `summable_local` does this once for any quantity that vanishes where $\psi$ is zero at a site and both its neighbours. Its proof encloses the nonzero terms in the support together with its two translates by one site.

```lean
/-- For a finitely supported state, a quantity that vanishes wherever the state vanishes on a
site and both its neighbours is summable over the grid. -/
theorem summable_local {ψ : ℤ → ℂ} (hψ : ψ.support.Finite) (F : ℤ → ℝ)
    (hF : ∀ j, ψ j = 0 → ψ (j + 1) = 0 → ψ (j - 1) = 0 → F j = 0) : Summable F := by
  classical
  have hT : ∀ k, k ∉ hψ.toFinset → ψ k = 0 := by
    intro k hk
    by_contra h
    exact hk (hψ.mem_toFinset.2 h)
  refine (hasSum_sum_of_ne_finset_zero (s := hψ.toFinset ∪ hψ.toFinset.image (fun k => k - 1)
    ∪ hψ.toFinset.image (fun k => k + 1)) ?_).summable
  intro j hj
  simp only [Finset.mem_union, not_or] at hj
  obtain ⟨⟨h0, h1⟩, h2⟩ := hj
  exact hF j (hT _ h0)
    (hT _ fun h => h1 (Finset.mem_image.2 ⟨j + 1, h, by simp⟩))
    (hT _ fun h => h2 (Finset.mem_image.2 ⟨j - 1, h, by simp⟩))
```

Q: And the modified commutator?

A: It is proved at each site by unfolding the definitions and clearing the denominator, which is where $a\neq0$ enters.

```lean
/-- The grid commutator of position and momentum is `i ħ` times the neighbour average. -/
theorem grid_commutator {a : ℝ} (ha : a ≠ 0) (hbar : ℝ) (ψ : ℤ → ℂ) (j : ℤ) :
    position a (momentum hbar a ψ) j - momentum hbar a (position a ψ) j
      = Complex.I * hbar * neighbourMean ψ j := by
  have ha' : (a : ℂ) ≠ 0 := Complex.ofReal_ne_zero.2 ha
  simp only [position, momentum, neighbourMean]
  push_cast
  field_simp
  ring
```

The summation by parts follows the index shift above. `F` carries the weight $aj-x_0$, `G` the weight $a(j+1)-x_0$, and `Equiv.subRight` performs the shift.

```lean
/-- Summation by parts: a lattice difference of the bond coherences, weighted by `a j - x₀`, sums to
minus the spacing times the total coherence. -/
theorem sum_by_parts {ψ : ℤ → ℂ} (hψ : ψ.support.Finite) (a x₀ : ℝ) :
    ∑' j : ℤ, (a * j - x₀) * (bond ψ j - bond ψ (j - 1)) = -a * ∑' j, bond ψ j := by
  let F : ℤ → ℝ := fun j => (a * j - x₀) * bond ψ j
  let G : ℤ → ℝ := fun j => (a * (j + 1) - x₀) * bond ψ j
  have hF : Summable F := summable_local hψ F fun j h _ _ => by simp [F, bond, h]
  have hG : Summable G := summable_local hψ G fun j h _ _ => by simp [G, bond, h]
  have hG' : Summable (fun j => G (j - 1)) :=
    summable_local hψ _ fun j _ _ h => by simp [G, bond, h]
  have hshift : ∑' j, G (j - 1) = ∑' j, G j := (Equiv.subRight (1 : ℤ)).tsum_eq G
  calc ∑' j : ℤ, (a * j - x₀) * (bond ψ j - bond ψ (j - 1))
      = ∑' j, (F j - G (j - 1)) := tsum_congr fun j => by
        simp only [F, G]
        push_cast
        ring
    _ = ∑' j, F j - ∑' j, G j := by rw [hF.tsum_sub hG', hshift]
    _ = ∑' j, (F j - G j) := (hF.tsum_sub hG).symm
    _ = ∑' j, -a * bond ψ j := tsum_congr fun j => by
        simp only [F, G]
        ring
    _ = -a * ∑' j, bond ψ j := tsum_mul_left
```

The same shift identifies $B$ with the real part of the unnormalised expectation $\langle\psi,C\psi\rangle$. This theorem and the commutator tell you what $B$ means in the bound; the inequality itself is proved from the quadratic.

```lean
/-- For a finitely supported state, the real part of the expectation of the neighbour average, not
divided by the squared norm, is the total bond coherence. -/
theorem expectation_neighbourMean {ψ : ℤ → ℂ} (hψ : ψ.support.Finite) :
    ∑' j, (conj (ψ j) * neighbourMean ψ j).re = ∑' j, bond ψ j := by
  have h1 : Summable (fun j => bond ψ j / 2) :=
    summable_local hψ _ fun j h _ _ => by simp [bond, h]
  have h2 : Summable (fun j => bond ψ (j - 1) / 2) :=
    summable_local hψ _ fun j _ _ h => by simp [bond, h]
  have hshift : ∑' j, bond ψ (j - 1) / 2 = ∑' j, bond ψ j / 2 :=
    (Equiv.subRight (1 : ℤ)).tsum_eq (fun j => bond ψ j / 2)
  have hpt : ∀ j, (conj (ψ j) * neighbourMean ψ j).re = bond ψ j / 2 + bond ψ (j - 1) / 2 := by
    intro j
    simp only [bond, neighbourMean, sub_add_cancel, Complex.mul_re, Complex.conj_re,
      Complex.conj_im, Complex.div_ofNat_re, Complex.div_ofNat_im, Complex.add_re,
      Complex.add_im]
    ring
  rw [tsum_congr hpt, h1.tsum_add h2, hshift, ← h1.tsum_add h1]
  exact tsum_congr fun j => by ring
```

Q: Where is the expansion in $\mu$?

A: In `quadratic_identity`. Its inner statement `key` is the algebra at one site, with `z`, `w` and `v` standing for $\psi_j$, $\psi_{j+1}$ and $\psi_{j-1}$. The sum is then split into three, and `sum_by_parts` turns the middle one into $-\mu\hbar B$.

```lean
/-- The squared norm of `(P - p₀) ψ - i μ (X - x₀) ψ` is a quadratic polynomial in `μ` whose
linear coefficient is `-ħ` times the total bond coherence. -/
theorem quadratic_identity {ψ : ℤ → ℂ} (hψ : ψ.support.Finite) {a : ℝ} (ha : a ≠ 0)
    (hbar x₀ p₀ μ : ℝ) :
    ∑' j, Complex.normSq (momentum hbar a ψ j - p₀ * ψ j
        - Complex.I * μ * (position a ψ j - x₀ * ψ j))
      = spread (momentum hbar a) p₀ ψ - μ * hbar * ∑' j, bond ψ j
        + μ ^ 2 * spread (position a) x₀ ψ := by
  -- the cross term at a single site
  have key : ∀ (z w v : ℂ) (c y p x : ℝ),
      Complex.normSq (-Complex.I * c * (w - v) - p * z - Complex.I * μ * (y * z - x * z))
        = Complex.normSq (-Complex.I * c * (w - v) - p * z)
          + 2 * μ * c * ((y - x) * ((conj z * w).re - (conj v * z).re))
          + μ ^ 2 * Complex.normSq (y * z - x * z) := by
    intro z w v c y p x
    simp [Complex.normSq_apply]
    ring
  have hP : Summable (fun j => Complex.normSq (momentum hbar a ψ j - p₀ * ψ j)) :=
    summable_local hψ _ fun j h0 h1 h2 => by simp [momentum, h0, h1, h2]
  have hX : Summable (fun j => Complex.normSq (position a ψ j - x₀ * ψ j)) :=
    summable_local hψ _ fun j h0 _ _ => by simp [position, h0]
  have hB : Summable (fun j : ℤ => (a * j - x₀) * (bond ψ j - bond ψ (j - 1))) :=
    summable_local hψ _ fun j h0 _ h2 => by simp [bond, h0, h2]
  have hpt : ∀ j, Complex.normSq (momentum hbar a ψ j - p₀ * ψ j
        - Complex.I * μ * (position a ψ j - x₀ * ψ j))
      = Complex.normSq (momentum hbar a ψ j - p₀ * ψ j)
        + 2 * μ * (hbar / (2 * a)) * ((a * j - x₀) * (bond ψ j - bond ψ (j - 1)))
        + μ ^ 2 * Complex.normSq (position a ψ j - x₀ * ψ j) := by
    intro j
    simp only [momentum, position, bond, sub_add_cancel]
    exact key _ _ _ _ _ _ _
  rw [tsum_congr hpt, (hP.add (hB.mul_left _)).tsum_add (hX.mul_left _),
    hP.tsum_add (hB.mul_left _), tsum_mul_left, tsum_mul_left, sum_by_parts hψ]
  have hc : 2 * μ * (hbar / (2 * a)) * (-a * ∑' j, bond ψ j)
      = -(μ * hbar * ∑' j, bond ψ j) := by
    field_simp
  rw [hc]
  simp only [spread]
  ring
```

The uncertainty relation now follows from `discrim_le_zero`, applied to the quadratic with leading coefficient $S_X$ and constant term $S_P$. The case $S_X=0$ needs no separate treatment.

```lean
/-- Lattice uncertainty relation: the position and momentum spreads about any reference values
have a product of at least the square of `ħ/2` times the total bond coherence. -/
theorem lattice_uncertainty {ψ : ℤ → ℂ} (hψ : ψ.support.Finite) {a : ℝ} (ha : a ≠ 0)
    (hbar x₀ p₀ : ℝ) :
    (hbar / 2 * ∑' j, bond ψ j) ^ 2
      ≤ spread (position a) x₀ ψ * spread (momentum hbar a) p₀ ψ := by
  -- a nonnegative quadratic has nonpositive discriminant
  have h := discrim_le_zero (a := spread (position a) x₀ ψ)
    (b := -(hbar * ∑' j, bond ψ j)) (c := spread (momentum hbar a) p₀ ψ) (fun μ => by
      have h0 := quadratic_identity hψ ha hbar x₀ p₀ μ
      have h1 : 0 ≤ ∑' j, Complex.normSq (momentum hbar a ψ j - p₀ * ψ j
          - Complex.I * μ * (position a ψ j - x₀ * ψ j)) :=
        tsum_nonneg fun j => Complex.normSq_nonneg _
      rw [h0] at h1
      linarith)
  unfold discrim at h
  linarith
```

Q: Does the equality proof really look beyond the last occupied site?

A: Yes. The helper `zero_term` says that a convergent series of squared moduli with sum zero has only vanishing terms. If $S_X=0$, this puts every occupied site at $x_0$. Otherwise the proof picks the $\mu$ used above, shows that the combined vector vanishes, takes the largest occupied site `m`, and evaluates at `m + 1` to reach the contradiction. For the converse, $S_X=0$ makes the right side zero, and the inequality then forces the left side to be zero too.

```lean
/-- For a finitely supported state and nonzero `ħ`, equality in the lattice uncertainty relation
holds exactly when every occupied site lies at the reference position `x₀`. -/
theorem uncertainty_eq_iff {ψ : ℤ → ℂ} (hψ : ψ.support.Finite) {a hbar : ℝ} (ha : a ≠ 0)
    (hh : hbar ≠ 0) (x₀ p₀ : ℝ) :
    (hbar / 2 * ∑' j, bond ψ j) ^ 2
        = spread (position a) x₀ ψ * spread (momentum hbar a) p₀ ψ
      ↔ ∀ j : ℤ, ψ j ≠ 0 → a * j = x₀ := by
  have zero_term : ∀ F : ℤ → ℂ, Summable (fun j => Complex.normSq (F j)) →
      ∑' j, Complex.normSq (F j) = 0 → ∀ j, F j = 0 := by
    intro F hs h0 j
    have h1 := hs.le_tsum j (fun i _ => Complex.normSq_nonneg (F i))
    rw [h0] at h1
    exact Complex.normSq_eq_zero.1 (le_antisymm h1 (Complex.normSq_nonneg _))
  constructor
  · intro heq j hj
    by_cases hA : spread (position a) x₀ ψ = 0
    · have h := zero_term (fun j => position a ψ j - x₀ * ψ j)
        (summable_local hψ _ fun j h0 _ _ => by simp [position, h0]) hA j
      have h' : ((a * j : ℝ) : ℂ) * ψ j = (x₀ : ℂ) * ψ j := sub_eq_zero.1 h
      exact Complex.ofReal_injective (mul_right_cancel₀ hj h')
    · exfalso
      -- the minimising μ makes the combined vector vanish
      obtain ⟨μ, hμ⟩ : ∃ μ : ℝ, μ * spread (position a) x₀ ψ = hbar / 2 * ∑' j, bond ψ j :=
        ⟨_, div_mul_cancel₀ _ hA⟩
      have hB : spread (momentum hbar a) p₀ ψ = μ ^ 2 * spread (position a) x₀ ψ := by
        apply mul_left_cancel₀ hA
        rw [← heq, ← hμ]
        ring
      have hq := quadratic_identity hψ ha hbar x₀ p₀ μ
      have hz := zero_term _ (summable_local hψ _ fun j h0 h1 h2 => by
        simp [momentum, position, h0, h1, h2]) (hq.trans (by
          rw [hB]
          linear_combination 2 * μ * hμ))
      -- look one site beyond the last occupied site
      obtain ⟨m, hm, hmax⟩ := Finset.exists_max_image hψ.toFinset (fun k => k)
        ⟨j, hψ.mem_toFinset.2 hj⟩
      have hout : ∀ k, m < k → ψ k = 0 := by
        intro k hk
        by_contra h
        exact absurd (hmax k (hψ.mem_toFinset.2 h)) (not_le_of_gt hk)
      have hlast := hz (m + 1)
      have e1 : ψ (m + 1) = 0 := hout _ (by omega)
      have e2 : ψ (m + 1 + 1) = 0 := hout _ (by omega)
      have hm0 : ψ m ≠ 0 := hψ.mem_toFinset.1 hm
      simp [momentum, position, e1, e2, ha, hh, hm0] at hlast
  · intro hloc
    have hA : spread (position a) x₀ ψ = 0 := by
      refine (tsum_congr fun j => ?_).trans tsum_zero
      by_cases hj : ψ j = 0
      · simp [position, hj]
      · simp only [position]
        rw [hloc j hj, sub_self, map_zero]
    have h := lattice_uncertainty hψ ha hbar x₀ p₀
    rw [hA, zero_mul] at h ⊢
    exact le_antisymm h (sq_nonneg _)
```

Q: My amplitudes were real. Is there a version without complex numbers?

A: For every finitely supported real $u$,
$$\Bigl(\sum_j u_ju_{j+1}\Bigr)^2\le\Bigl(\sum_j j^2u_j^2\Bigr)\Bigl(\sum_j(u_{j+1}-u_{j-1})^2\Bigr).$$
This is the case $a=1$, $\hbar=2$, $x_0=p_0=0$. The choice $\hbar=2$ makes the prefactor $\hbar/(2a)$ equal to 1, and the remaining $-i$ has modulus 1. The proof regards $u$ as a complex state and rewrites the three sums `hb`, `hx` and `hp` in real form. Your amplitudes give $16\le2\cdot10$.

```lean
/-- The uncertainty relation for real amplitudes, in units where the spacing is one and the momentum
is `-i` times the difference of the two neighbouring amplitudes, with both reference values equal to
zero. -/
theorem real_lattice_uncertainty {u : ℤ → ℝ} (hu : u.support.Finite) :
    (∑' j, u j * u (j + 1)) ^ 2
      ≤ (∑' j : ℤ, (j : ℝ) ^ 2 * u j ^ 2) * ∑' j, (u (j + 1) - u (j - 1)) ^ 2 := by
  let ψ : ℤ → ℂ := fun j => (u j : ℂ)
  have hψ : ψ.support.Finite := hu.subset fun j hj h => hj (by simp [ψ, h])
  have h := lattice_uncertainty hψ one_ne_zero 2 0 0
  have hb : ∑' j, bond ψ j = ∑' j, u j * u (j + 1) :=
    tsum_congr fun j => by simp [bond, ψ]
  have hx : spread (position 1) 0 ψ = ∑' j : ℤ, (j : ℝ) ^ 2 * u j ^ 2 := by
    refine tsum_congr fun j => ?_
    have e : position 1 ψ j - ((0 : ℝ) : ℂ) * ψ j = ((j * u j : ℝ) : ℂ) := by
      simp [position, ψ]
    rw [e, Complex.normSq_ofReal]
    ring
  have hp : spread (momentum 2 1) 0 ψ = ∑' j, (u (j + 1) - u (j - 1)) ^ 2 := by
    refine tsum_congr fun j => ?_
    have e : momentum 2 1 ψ j - ((0 : ℝ) : ℂ) * ψ j
        = -Complex.I * ((u (j + 1) - u (j - 1) : ℝ) : ℂ) := by
      simp [momentum, ψ]
    rw [e, Complex.normSq_mul, Complex.normSq_neg, Complex.normSq_I, Complex.normSq_ofReal]
    ring
  rw [hb, hx, hp] at h
  linarith

end

end LatticeUncertainty
```

```lean
#print axioms LatticeUncertainty.grid_commutator
#print axioms LatticeUncertainty.expectation_neighbourMean
#print axioms LatticeUncertainty.uncertainty_eq_iff
#print axioms LatticeUncertainty.real_lattice_uncertainty
```

```
'LatticeUncertainty.grid_commutator' depends on axioms: [propext, Classical.choice, Quot.sound]
'LatticeUncertainty.expectation_neighbourMean' depends on axioms: [propext, Classical.choice, Quot.sound]
'LatticeUncertainty.uncertainty_eq_iff' depends on axioms: [propext, Classical.choice, Quot.sound]
'LatticeUncertainty.real_lattice_uncertainty' depends on axioms: [propext, Classical.choice, Quot.sound]
```
